# Lorentzian log waiting times give an arctangent switching curve in the limit of sharp switching

Let $y=\ln t$ be the natural logarithm of the time since a field was applied to a ferroelectric film, and $z=\ln\tau$ that of the waiting time $\tau$ of one region of the film, with both times in the same unit. Each region follows the Avrami law $1-\exp(-(t/\tau)^n)$ with exponent $n$, and the values of $z$ have a Lorentzian distribution with centre $m$ and half-width $w>0$. I average the switched fraction over the regions and expect that, as $n\to\infty$,

$$\int_{-\infty}^{\infty}\frac{w/\pi}{(z-m)^2+w^2}\left(1-e^{-e^{n(y-z)}}\right)dz\;\longrightarrow\;\frac12+\frac1\pi\arctan\frac{y-m}{w}.$$

The usual argument replaces each region's curve by a step and integrates. I would like to see that replacement justified rigorously, with a machine-checked proof, and to know how large the error is at finite $n$.

## From the Avrami law to the arctangent, with an error bound

The replacement is justified, and for every $n>0$ it costs at most $2/(\pi w n)$. Write

$$L(z)=\frac{w/\pi}{(z-m)^2+w^2},\qquad S_n(y,z)=1-e^{-e^{n(y-z)}},$$

$$F_n(y)=\int_{-\infty}^{\infty}L(z)\,S_n(y,z)\,dz,\qquad A(y)=\frac12+\frac1\pi\arctan\frac{y-m}{w}.$$

Here $L$ is the density of log waiting times, $S_n$ the switched fraction of one region, $F_n$ that of the film, and $A$ the proposed response.

**The kernel is the Avrami law.** With $t=e^y$ and $\tau=e^z$ we have $(t/\tau)^n=e^{n(y-z)}$, so $S_n(y,z)=1-\exp(-(t/\tau)^n)$.

**The arctangent is the accumulated Lorentzian.** Differentiation gives

$$A'(y)=\frac1\pi\cdot\frac{1/w}{1+((y-m)/w)^2}=\frac{w/\pi}{(y-m)^2+w^2}=L(y).$$

As $y\to-\infty$ the arctangent tends to $-\pi/2$, so $A(y)\to0$. Hence

$$\int_{-\infty}^{y}L(z)\,dz=A(y).$$

This is the weight of the regions whose waiting time has passed.

**A region is close to a step.** Let $\theta_y(z)$ be $1$ for $z\le y$ and $0$ for $z>y$, and put $u=n(y-z)$. Both cases use $1+x\le e^x$.

- If $z\le y$, then $u\ge0$ and $|S_n-1|=e^{-e^u}$. Since $e^u\ge1+u\ge u$, this is at most $e^{-u}=e^{-|u|}$.
- If $z>y$, then $u<0$. Taking $x=-e^u$ gives $1-e^u\le e^{-e^u}$, so $0\le S_n\le e^u=e^{-|u|}$.

In both cases $|S_n(y,z)-\theta_y(z)|\le e^{-|n(y-z)|}$.

**The step error has a small integral.** Substituting $x=n(y-z)$,

$$\int_{-\infty}^{\infty}e^{-|n(y-z)|}\,dz=\frac1n\int_{-\infty}^{\infty}e^{-|x|}\,dx=\frac2n\int_0^\infty e^{-x}\,dx=\frac2n.$$

**The average inherits the bound.** Because $A(y)=\int L(z)\,\theta_y(z)\,dz$, the difference $F_n-A$ is the Lorentzian average of $S_n-\theta_y$. The density is nonnegative and never exceeds its peak value $L(m)=1/(\pi w)$, so

$$|F_n(y)-A(y)|\le\int_{-\infty}^{\infty}L(z)\,e^{-|n(y-z)|}\,dz\le\frac1{\pi w}\cdot\frac2n=\frac{2}{\pi w n}.$$

The right-hand side tends to zero as $n\to\infty$, which proves the limit.

## What the theorems say about the film

The four definitions match the four symbols above: `lorentzian m w z` is $L(z)$, `regionSwitched n y z` is $S_n(y,z)$, `switchedFraction m w n y` is $F_n(y)$, and `arctanResponse m w y` is $A(y)$. All parameters are real numbers, including the Avrami exponent, which therefore runs to infinity through real values. The integral is the Lebesgue integral over the whole real line.

There are three main results.

- `switchedFraction_error` says that for `0 < w` and `0 < n` the film's switched fraction lies within $2/(\pi w n)$ of the arctangent response. The bound contains neither $y$ nor $m$, so it holds uniformly in log time and in the centre of the distribution.
- `tendsto_switchedFraction` is the limit you asked about, for every real $m$ and $y$ and every $w>0$. `Tendsto … atTop (𝓝 …)` is Lean's way of writing convergence as $n\to\infty$.
- `tendsto_avrami_average` states the same limit at a physical time $t>0$, with the Avrami law written out for the waiting time $e^z$.

`Real.log` is the natural logarithm, so $m$ and $w$ are in natural-log units. A width read off a decadic time axis has to be multiplied by $\ln 10$ first. The switched fraction is normalised so that a fully switched region counts as $1$.

The physics enters through assumptions. The regions switch independently and share one exponent $n$, which sets how abruptly a region switches on the log-time axis. The Lorentzian is postulated; it stands for the spread of local switching conditions across the film, such as local fields that vary with disorder. Each region keeps its waiting time throughout, which corresponds to a constant applied field.

The limit $n\to\infty$ is an idealisation, and the bound shows that the error is small whenever the product $wn$ is large. For $n=2$ and $w=1$ the bound is about $0.32$, whereas for $n=2$ and $w=10$ it is about $0.03$. These are upper limits, not estimates of the error itself, which can be noticeably smaller. Within this model, a bound below the accuracy you require is therefore a sufficient condition for replacing the numerical average over waiting times by the closed arctangent form.

## The Lean file and how its proof runs

```lean
import Mathlib

open MeasureTheory Filter Topology
open scoped Real

namespace FerroelectricSwitching

noncomputable section

/-- Lorentzian density of log waiting times `z`, with centre `m` and half-width `w`. -/
def lorentzian (m w z : ℝ) : ℝ := (w / π) / ((z - m) ^ 2 + w ^ 2)

/-- Switched fraction at log time `y` of a region with log waiting time `z` and
Avrami exponent `n`. -/
def regionSwitched (n y z : ℝ) : ℝ := 1 - Real.exp (-Real.exp (n * (y - z)))

/-- Switched fraction of the film at log time `y`: the average of the regions over the
Lorentzian distribution of log waiting times. -/
def switchedFraction (m w n y : ℝ) : ℝ := ∫ z, lorentzian m w z * regionSwitched n y z

/-- The arctangent switching response in log time `y`. -/
def arctanResponse (m w y : ℝ) : ℝ := 1 / 2 + Real.arctan ((y - m) / w) / π

/-- In physical time `t` and waiting time `τ`, a region follows the Avrami law
`1 - exp (-(t/τ)^n)`. -/
theorem regionSwitched_log (n : ℝ) {t τ : ℝ} (ht : 0 < t) (hτ : 0 < τ) :
    regionSwitched n (Real.log t) (Real.log τ) = 1 - Real.exp (-(t / τ) ^ n) := by
  rw [regionSwitched, Real.rpow_def_of_pos (div_pos ht hτ),
    Real.log_div ht.ne' hτ.ne', mul_comm n]

/-- The Lorentzian density is nonnegative and nowhere exceeds `1/(π w)`. -/
theorem lorentzian_bounds (m z : ℝ) {w : ℝ} (hw : 0 < w) :
    0 ≤ lorentzian m w z ∧ lorentzian m w z ≤ 1 / (π * w) := by
  have hπ := Real.pi_pos
  refine ⟨by unfold lorentzian; positivity, ?_⟩
  have h : 1 / (π * w) = (w / π) / w ^ 2 := by field_simp
  rw [h, lorentzian]
  exact div_le_div_of_nonneg_left (by positivity) (by positivity)
    (by linarith [sq_nonneg (z - m)])

/-- The Lorentzian density is integrable over all log waiting times. -/
theorem integrable_lorentzian (m : ℝ) {w : ℝ} (hw : 0 < w) :
    Integrable (lorentzian m w) := by
  have h := ((integrable_inv_one_add_sq.comp_div hw.ne').comp_sub_right m).const_mul
    (1 / (π * w))
  refine h.congr (Eventually.of_forall fun z => ?_)
  change 1 / (π * w) * (1 + ((z - m) / w) ^ 2)⁻¹ = lorentzian m w z
  have hπ := Real.pi_pos
  have hq : (z - m) ^ 2 + w ^ 2 ≠ 0 := by positivity
  have h3 : 1 + ((z - m) / w) ^ 2 = ((z - m) ^ 2 + w ^ 2) / w ^ 2 := by
    field_simp
    ring
  rw [h3, lorentzian]
  field_simp

/-- The slope of the arctangent response in log time is the Lorentzian density of log
waiting times. -/
theorem hasDerivAt_arctanResponse (m y : ℝ) {w : ℝ} (hw : 0 < w) :
    HasDerivAt (arctanResponse m w) (lorentzian m w y) y := by
  have h1 : HasDerivAt (fun x : ℝ => (x - m) / w) (1 / w) y :=
    ((hasDerivAt_id' y).sub_const m).div_const w
  have h2 : HasDerivAt (arctanResponse m w)
      (1 / (1 + ((y - m) / w) ^ 2) * (1 / w) / π) y :=
    (h1.arctan.div_const π).const_add (1 / 2 : ℝ)
  refine h2.congr_deriv ?_
  have hπ := Real.pi_pos
  have hq : (y - m) ^ 2 + w ^ 2 ≠ 0 := by positivity
  have h3 : 1 + ((y - m) / w) ^ 2 = ((y - m) ^ 2 + w ^ 2) / w ^ 2 := by
    field_simp
    ring
  rw [h3, lorentzian]
  field_simp

/-- The weight of the regions with log waiting time at most `y` is the arctangent
response at `y`. -/
theorem integral_Iic_lorentzian (m y : ℝ) {w : ℝ} (hw : 0 < w) :
    ∫ z in Set.Iic y, lorentzian m w z = arctanResponse m w y := by
  have h0 : Tendsto (fun x : ℝ => x - m) atBot atBot := by
    simpa only [sub_eq_add_neg, id_eq] using tendsto_atBot_add_const_right atBot (-m)
      (tendsto_id : Tendsto (fun x : ℝ => x) atBot atBot)
  have h1 := (Real.tendsto_arctan_atBot.mono_right nhdsWithin_le_nhds).comp
    (h0.atBot_div_const hw)
  have e : (1 / 2 : ℝ) + -(π / 2) / π = 0 := by
    have h : -(π / 2) / π = -(1 / 2) := by field_simp
    rw [h]; norm_num
  -- the response vanishes in the limit of early log times
  have h2 : Tendsto (arctanResponse m w) atBot (𝓝 0) := by
    rw [← e]
    exact (h1.div_const π).const_add (1 / 2 : ℝ)
  rw [integral_Iic_of_hasDerivAt_of_tendsto'
    (fun x _ => hasDerivAt_arctanResponse m x hw)
    (integrable_lorentzian m hw).integrableOn h2, sub_zero]

/-- A region's switching curve differs from a sharp step at its log waiting time by at
most `exp (-|n (y - z)|)`. -/
theorem regionSwitched_step_error {n : ℝ} (hn : 0 ≤ n) (y z : ℝ) :
    |regionSwitched n y z - (if z ≤ y then 1 else 0)| ≤ Real.exp (-|n * (y - z)|) := by
  unfold regionSwitched
  split_ifs with h
  · have ha : 0 ≤ n * (y - z) := mul_nonneg hn (by linarith)
    rw [abs_of_nonneg ha, sub_sub_cancel_left, abs_neg, abs_of_pos (Real.exp_pos _)]
    exact Real.exp_le_exp.mpr (by linarith [Real.add_one_le_exp (n * (y - z))])
  · have ha : n * (y - z) ≤ 0 := mul_nonpos_of_nonneg_of_nonpos hn (by linarith)
    have h1 := Real.add_one_le_exp (-Real.exp (n * (y - z)))
    have h2 : Real.exp (-Real.exp (n * (y - z))) ≤ 1 :=
      Real.exp_le_one_iff.mpr (by linarith [Real.exp_pos (n * (y - z))])
    rw [abs_of_nonpos ha, neg_neg, sub_zero]
    exact abs_le.mpr ⟨by linarith [Real.exp_pos (n * (y - z))], by linarith⟩

/-- The two-sided exponential bound on the step error is integrable over log waiting
times, with integral `2/n`. -/
theorem integral_step_error {n : ℝ} (hn : 0 < n) (y : ℝ) :
    Integrable (fun z : ℝ => Real.exp (-|n * (y - z)|)) ∧
      ∫ z : ℝ, Real.exp (-|n * (y - z)|) = 2 / n := by
  have h0 : ∫ x : ℝ, Real.exp (-|x|) = 2 := by
    have h : ∫ x : ℝ, Real.exp (-|x|) = 2 * ∫ x in Set.Ioi (0 : ℝ), Real.exp (-x) :=
      integral_comp_abs (f := fun x => Real.exp (-x))
    rw [h, integral_exp_neg_Ioi_zero, mul_one]
  have h1 : ∫ z : ℝ, Real.exp (-|n * (y - z)|) = 2 / n := by
    calc ∫ z : ℝ, Real.exp (-|n * (y - z)|) = ∫ x : ℝ, Real.exp (-|n * x|) :=
          integral_sub_left_eq_self (fun x : ℝ => Real.exp (-|n * x|)) volume y
      _ = |n⁻¹| • ∫ x : ℝ, Real.exp (-|x|) :=
          Measure.integral_comp_mul_left (fun x : ℝ => Real.exp (-|x|)) n
      _ = 2 / n := by
          rw [h0, abs_of_pos (inv_pos.mpr hn), smul_eq_mul]; ring
  refine ⟨?_, h1⟩
  -- a function with nonzero integral is integrable
  by_contra h
  have h2 := integral_undef h
  rw [h1] at h2
  have h3 : 0 < 2 / n := by positivity
  linarith

/-- At every Avrami exponent `n > 0` the film's switched fraction lies within
`2/(π w n)` of the arctangent response. -/
theorem switchedFraction_error (m y : ℝ) {w n : ℝ} (hw : 0 < w) (hn : 0 < n) :
    |switchedFraction m w n y - arctanResponse m w y| ≤ 2 / (π * w) / n := by
  have hL := integrable_lorentzian m hw
  have hc : Continuous (regionSwitched n y) := by unfold regionSwitched; fun_prop
  have h1 : Integrable (fun z => lorentzian m w z * regionSwitched n y z) := by
    refine hL.mono' (hL.aestronglyMeasurable.mul hc.aestronglyMeasurable)
      (Eventually.of_forall fun z => ?_)
    have hr : |regionSwitched n y z| ≤ 1 := by
      have h2 : Real.exp (-Real.exp (n * (y - z))) ≤ 1 :=
        Real.exp_le_one_iff.mpr (by linarith [Real.exp_pos (n * (y - z))])
      have h3 := Real.exp_pos (-Real.exp (n * (y - z)))
      unfold regionSwitched
      exact abs_le.mpr ⟨by linarith, by linarith⟩
    have hl := (lorentzian_bounds m z hw).1
    rw [Real.norm_eq_abs, abs_mul, abs_of_nonneg hl]
    exact mul_le_of_le_one_right hl hr
  have h2 : Integrable (fun z => (Set.Iic y).indicator (lorentzian m w) z) :=
    hL.indicator measurableSet_Iic
  -- the error is the Lorentzian average of the step error
  have key : switchedFraction m w n y - arctanResponse m w y =
      ∫ z, lorentzian m w z * (regionSwitched n y z - (if z ≤ y then 1 else 0)) := by
    rw [← integral_Iic_lorentzian m y hw, ← integral_indicator measurableSet_Iic,
      switchedFraction, ← integral_sub h1 h2]
    refine integral_congr_ae (Eventually.of_forall fun z => ?_)
    by_cases h : z ≤ y <;> simp [Set.indicator, h, mul_sub]
  obtain ⟨hi, hv⟩ := integral_step_error hn y
  rw [key, ← Real.norm_eq_abs]
  refine (norm_integral_le_of_norm_le (hi.const_mul (1 / (π * w)))
    (Eventually.of_forall fun z => ?_)).trans (le_of_eq ?_)
  · obtain ⟨hl, hu⟩ := lorentzian_bounds m z hw
    rw [Real.norm_eq_abs, abs_mul, abs_of_nonneg hl]
    exact mul_le_mul hu (regionSwitched_step_error hn.le y z) (abs_nonneg _)
      (hl.trans hu)
  · rw [integral_const_mul, hv]; ring

/-- As the Avrami exponent tends to infinity, the switched fraction of a film with
Lorentzian log waiting times tends to an arctangent in log time. -/
theorem tendsto_switchedFraction (m y : ℝ) {w : ℝ} (hw : 0 < w) :
    Tendsto (fun n : ℝ => switchedFraction m w n y) atTop
      (𝓝 (1 / 2 + Real.arctan ((y - m) / w) / π)) := by
  change Tendsto _ _ (𝓝 (arctanResponse m w y))
  refine tendsto_iff_norm_sub_tendsto_zero.mpr ?_
  refine squeeze_zero' (Eventually.of_forall fun n => norm_nonneg _)
    ((eventually_gt_atTop (0 : ℝ)).mono fun n hn => switchedFraction_error m y hw hn) ?_
  exact tendsto_const_nhds.div_atTop tendsto_id

/-- The same limit in physical time `t`, with the Avrami law of each region written out
for the waiting time `exp z`. -/
theorem tendsto_avrami_average (m : ℝ) {w t : ℝ} (hw : 0 < w) (ht : 0 < t) :
    Tendsto (fun n : ℝ =>
        ∫ z, lorentzian m w z * (1 - Real.exp (-(t / Real.exp z) ^ n))) atTop
      (𝓝 (1 / 2 + Real.arctan ((Real.log t - m) / w) / π)) := by
  refine (tendsto_switchedFraction m (Real.log t) hw).congr fun n => ?_
  refine integral_congr_ae (Eventually.of_forall fun z => ?_)
  have h := regionSwitched_log n ht (Real.exp_pos z)
  rw [Real.log_exp] at h
  simp only [h]

end

end FerroelectricSwitching
```

```lean
#print axioms FerroelectricSwitching.tendsto_switchedFraction
-- 'FerroelectricSwitching.tendsto_switchedFraction' depends on axioms: [propext, Classical.choice, Quot.sound]
#print axioms FerroelectricSwitching.tendsto_avrami_average
-- 'FerroelectricSwitching.tendsto_avrami_average' depends on axioms: [propext, Classical.choice, Quot.sound]
```

`regionSwitched_log` identifies the kernel with the Avrami law. It rewrites the real power as an exponential of a logarithm and splits $\ln(t/\tau)$ into $\ln t-\ln\tau$; the hypotheses that both times are positive justify these steps.

Two lemmas prepare the density. `lorentzian_bounds` gives $0\le L\le1/(\pi w)$ by comparing the denominator with $w^2$. `integrable_lorentzian` starts from the known integrability of $1/(1+x^2)$, then rescales by $w$, shifts by $m$ and multiplies by $1/(\pi w)$.

`hasDerivAt_arctanResponse` is the computation $A'=L$: the chain rule gives the derivative in its raw form, and the remaining lines simplify it. `integral_Iic_lorentzian` then proves $\int_{-\infty}^yL=A(y)$. Its step `h2` is the limit $A\to0$ at $-\infty$, and the fundamental theorem of calculus on a half-line does the rest.

`regionSwitched_step_error` is the comparison with a step. `split_ifs` separates $z\le y$ from $z>y$, and `Real.add_one_le_exp` supplies $1+x\le e^x$ in each case, at $x=u$ in the first and at $x=-e^u$ in the second.

`integral_step_error` computes $2/n$. The integral of $e^{-|x|}$ is folded onto the positive half-line, and the `calc` block carries out the shift by $y$ and the scaling by $n$. Integrability comes last, by contradiction: Mathlib assigns the value $0$ to the integral of a non-integrable function, and $2/n$ is not $0$.

`switchedFraction_error` assembles these parts. It first shows that $L\,S_n$ is integrable, because $|S_n|\le1$ and $L$ is integrable. The step `key` writes $F_n-A$ as a single integral of $L\,(S_n-\theta_y)$, with the half-line integral for $A$ turned into an integral over all $z$ by an indicator function. `norm_integral_le_of_norm_le` then bounds that integral by the integral of $e^{-|n(y-z)|}/(\pi w)$, and the pointwise estimate it needs is the peak bound multiplied by the step error.

`tendsto_switchedFraction` squeezes the distance $|F_n(y)-A(y)|$ between $0$ and $2/(\pi w n)$. The upper bound is available only for $n>0$, which is enough because the limit concerns large $n$. Finally, `tendsto_avrami_average` sets $y=\ln t$ and replaces the kernel under the integral by the Avrami law, using `regionSwitched_log` with $\tau=e^z$.
